# With dual projectors, two requirements on a linear map are equivalent to the PAW formula

Let finitely many linear functionals p_i and vectors χ_j satisfy p_i(χ_j) = δ_ij, and let φ_i be any vectors with the same index set. A linear map T sends every χ_i to φ_i and leaves unchanged every vector on which all p_i vanish if and only if, for every x,

T x = x + Σ_i p_i(x) (φ_i − χ_i).

## Smooth and full partial waves

Many valence wave functions oscillate rapidly near a nucleus, which makes them expensive to represent in plane waves or on a grid. The projector augmented-wave (PAW) method works with a smooth wave function x and recovers the full one as T x.

Near each atom there is a set of full partial waves φ_i, which carry the oscillations, and a smooth partner χ_i for each, often written φ̃_i. The index i collects the atom, the angular momentum and the reference energy. The relation p_i(χ_j) = δ_ij therefore also concerns pairs on different atoms. For these it holds if projectors and partial waves are set to zero outside a sphere around their own atom and the spheres do not overlap. The differences φ_i − χ_i vanish outside the sphere in any case, so this cut does not change them. The number p_i(x) measures how much of χ_i is contained in x. In Dirac notation it is ⟨p̃_i|x⟩, with p̃_i the projector function.

The two requirements on T have different origins. That χ_i becomes φ_i is the purpose of the transformation. That T does nothing to a vector unseen by the projectors is a postulate about a finite set of partial waves: whatever the set fails to register receives no correction, even if it lies close to a nucleus.

For electronic structure this means that, with a fixed finite set of partial waves and dual projectors, the two requirements leave no freedom in the linear map from smooth to full one-particle wave functions.

## The statement in Lean's terms

The wave functions live in a vector space `V` over a field `K`, which is ℂ in most applications. `V` may have infinite dimension; only the index type `ι` is finite. It contains smooth and full functions alike, so T is a map from `V` to itself.

- `p : ι → V →ₗ[K] K` is the family of projectors, taken as linear functionals.
- `χ` and `φ` are the smooth and full partial waves. Nothing is assumed about `φ`.
- `IsDual p χ` is the relation p_i(χ_j) = δ_ij. It is a hypothesis, which the construction of the projectors has to supply.
- `pawMap p χ φ` is the map given by the formula. Its term `(p i).smulRight (φ i - χ i)` is the operator |φ_i − χ_i⟩⟨p̃_i|.

The main theorem, `paw_characterization`, takes an arbitrary linear `T` and states the equivalence above. The model has no inner product and no notion of position. It therefore does not express that χ_i and φ_i agree outside a sphere around the atom, and it does not address whether T is invertible or how good a finite set of partial waves is.

A Hilbert space would be a more specific model, with p_i(x) = ⟨p̃_i|x⟩ for vectors p̃_i. The equivalence and its derivation would stay the same. The field would be restricted to ℝ or ℂ and the functionals to continuous ones, and in return the adjoint T† and the overlap operator T†T could be formulated.

## From the two requirements to the formula, and back

Suppose that T meets both requirements. Subtract from x its expansion in smooth partial waves:

r = x − Σ_i p_i(x) χ_i.

Every projector vanishes on this remainder, since duality gives

p_j(r) = p_j(x) − Σ_i p_i(x) p_j(χ_i) = p_j(x) − p_j(x) = 0.

Hence T r = r. By linearity and T χ_i = φ_i,

T x = T r + Σ_i p_i(x) T χ_i
= x − Σ_i p_i(x) χ_i + Σ_i p_i(x) φ_i,

which is the formula.

Conversely, suppose that the formula holds. At x = χ_j duality leaves one term of the sum:

T χ_j = χ_j + Σ_i p_i(χ_j) (φ_i − χ_i) = χ_j + φ_j − χ_j = φ_j.

If all p_i(x) vanish, so does the sum, and T x = x.

The right-hand side of the formula is linear in x, so it defines a linear map that meets both requirements, and any other such map has the same values. Exactly one such T exists. For coefficients c_i and a vector r with all p_i(r) = 0, it gives

T(Σ_i c_i χ_i + r) = Σ_i c_i φ_i + r.

## Why duality is needed

Suppose that V contains a nonzero vector v, and that the formula sends χ_j to φ_j for every j and every choice of the full partial waves. Fix i and choose φ_k = χ_k + δ_ki v, so that only channel i differs from its smooth partner. Then T χ_j = φ_j reads

χ_j + p_i(χ_j) v = χ_j + δ_ij v.

Since v ≠ 0, it follows that p_i(χ_j) = δ_ij. The quantifier over all φ matters: with φ = χ alone the formula is the identity for any projectors.

## Projections in a PAW calculation

A PAW code evaluates the numbers p_i(x) for each smooth orbital x. It seldom builds T x on a grid. Expectation values of local operators and of the kinetic energy are usually assembled from a smooth part and atom-centred corrections that use these same numbers. With T x normalised to one, this gives the exact expectation value in that state if x equals its expansion Σ_i p_i(x) χ_i inside every sphere; otherwise cross terms between the remainder and the differences φ_i − χ_i are neglected. The formula is applied directly when the full orbital itself is wanted, for instance for a plot near a nucleus.

Duality within one atom is arranged when its data set is generated. One way is to start from preliminary functionals q_i for that atom, form the matrix B_ij = q_i(χ_j) and, if it is invertible, set

p_i = Σ_k (B⁻¹)_ik q_k.

Then p_i(χ_j) = (B⁻¹B)_ij = δ_ij. Printing the matrix p_i(χ_j) and comparing it with the identity is a cheap check of a data set.

## The Lean file

```lean
import Mathlib

open Finset

namespace PAWLinearTransformation

variable {K V ι : Type*} [Field K] [AddCommGroup V] [Module K V]
  [Fintype ι] [DecidableEq ι]

/-- The projectors `p i` are dual to the smooth partial waves `χ j`:
`p i (χ j)` is one for `i = j` and zero otherwise. -/
def IsDual (p : ι → V →ₗ[K] K) (χ : ι → V) : Prop :=
  ∀ i j, p i (χ j) = if i = j then 1 else 0

omit [DecidableEq ι] in
/-- The PAW transformation: the identity plus, for each channel, the projection `p i`
times the difference of the full partial wave `φ i` and the smooth one `χ i`. -/
def pawMap (p : ι → V →ₗ[K] K) (χ φ : ι → V) : V →ₗ[K] V :=
  LinearMap.id + ∑ i, (p i).smulRight (φ i - χ i)

omit [DecidableEq ι] in
/-- The PAW transformation evaluated on a vector `x`. -/
theorem pawMap_apply (p : ι → V →ₗ[K] K) (χ φ : ι → V) (x : V) :
    pawMap p χ φ x = x + ∑ i, p i x • (φ i - χ i) := by
  simp [pawMap, LinearMap.sum_apply]

/-- If the projectors are dual to the smooth partial waves, subtracting from `x` its expansion in
smooth partial waves leaves a remainder on which every projector vanishes. -/
theorem projector_remainder {p : ι → V →ₗ[K] K} {χ : ι → V} (h : IsDual p χ)
    (x : V) (j : ι) : p j (x - ∑ i, p i x • χ i) = 0 := by
  have hj : ∀ i, p j (χ i) = if j = i then 1 else 0 := h j
  simp [map_sub, map_sum, map_smul, hj]

/-- If the projectors are dual to the smooth partial waves, then a linear map turns smooth partial
waves into full ones and leaves alone every vector unseen by the projectors if and only if it is
given by the PAW formula. -/
theorem paw_characterization {p : ι → V →ₗ[K] K} {χ : ι → V} (h : IsDual p χ)
    (φ : ι → V) (T : V →ₗ[K] V) :
    ((∀ i, T (χ i) = φ i) ∧ ∀ x, (∀ i, p i x = 0) → T x = x) ↔
      ∀ x, T x = x + ∑ i, p i x • (φ i - χ i) := by
  constructor
  · rintro ⟨hwave, hfix⟩ x
    -- T fixes the remainder and exchanges the partial waves in the expansion
    have hr := hfix _ (projector_remainder h x)
    simp only [map_sub, map_sum, map_smul, hwave] at hr
    rw [sub_eq_iff_eq_add] at hr
    rw [hr]
    simp only [smul_sub, Finset.sum_sub_distrib]
    abel
  · intro hT
    constructor
    · intro j
      -- duality leaves only the channel j in the sum
      have hj : ∀ i, p i (χ j) = if i = j then 1 else 0 := fun i => h i j
      rw [hT]
      simp only [hj, ite_smul, one_smul, zero_smul, Finset.sum_ite_eq',
        Finset.mem_univ, if_true]
      abel
    · intro x hx
      rw [hT]
      simp [hx]

/-- If the projectors are dual to the smooth partial waves, then exactly one linear map turns the
smooth partial waves into the full ones and leaves alone every vector unseen by the projectors. -/
theorem paw_existsUnique {p : ι → V →ₗ[K] K} {χ : ι → V} (h : IsDual p χ)
    (φ : ι → V) :
    ∃! T : V →ₗ[K] V,
      (∀ i, T (χ i) = φ i) ∧ ∀ x, (∀ i, p i x = 0) → T x = x := by
  refine ⟨pawMap p χ φ, (paw_characterization h φ _).2 (pawMap_apply p χ φ), ?_⟩
  intro T hT
  refine LinearMap.ext fun x => ?_
  rw [(paw_characterization h φ T).1 hT x, pawMap_apply]

/-- If the projectors are dual to the smooth partial waves, the PAW transformation sends a smooth
expansion with coefficients `c i` plus a remainder `r` unseen by the projectors to the full
expansion with the same coefficients plus the same `r`. -/
theorem paw_reconstruction {p : ι → V →ₗ[K] K} {χ : ι → V} (h : IsDual p χ)
    (φ : ι → V) (c : ι → K) (r : V) (hr : ∀ i, p i r = 0) :
    pawMap p χ φ (∑ i, c i • χ i + r) = ∑ i, c i • φ i + r := by
  obtain ⟨hwave, hfix⟩ :=
    (paw_characterization h φ (pawMap p χ φ)).2 (pawMap_apply p χ φ)
  simp only [map_add, map_sum, map_smul, hwave, hfix r hr]

/-- In a nonzero space, if the PAW formula sends the smooth partial waves to the full ones
for every choice of full partial waves, then projectors and smooth waves are dual. -/
theorem duality_necessary [Nontrivial V] (p : ι → V →ₗ[K] K) (χ : ι → V)
    (H : ∀ (φ : ι → V) (j : ι), pawMap p χ φ (χ j) = φ j) : IsDual p χ := by
  intro i j
  obtain ⟨v, hv⟩ := exists_ne (0 : V)
  -- change the full partial wave in channel i only
  have key := H (fun k => χ k + if k = i then v else 0) j
  simp only [pawMap_apply, add_sub_cancel_left, add_right_inj, smul_ite, smul_zero,
    Finset.sum_ite_eq', Finset.mem_univ, if_true] at key
  by_cases hij : i = j
  · subst hij
    rw [if_pos rfl] at key ⊢
    have h0 : (p i (χ i) - 1) • v = 0 := by
      rw [sub_smul, one_smul, key, sub_self]
    exact sub_eq_zero.1 ((smul_eq_zero.1 h0).resolve_right hv)
  · rw [if_neg (Ne.symm hij)] at key
    rw [if_neg hij]
    exact (smul_eq_zero.1 key).resolve_right hv

/-- Two projectors on real three-space: `x 0 - x 1` and `x 1`. -/
def exProj : Fin 2 → (Fin 3 → ℝ) →ₗ[ℝ] ℝ :=
  ![(LinearMap.proj (R := ℝ) (φ := fun _ : Fin 3 => ℝ) 0 : (Fin 3 → ℝ) →ₗ[ℝ] ℝ) -
      (LinearMap.proj (R := ℝ) (φ := fun _ : Fin 3 => ℝ) 1 : (Fin 3 → ℝ) →ₗ[ℝ] ℝ),
    (LinearMap.proj (R := ℝ) (φ := fun _ : Fin 3 => ℝ) 1 : (Fin 3 → ℝ) →ₗ[ℝ] ℝ)]

/-- Two smooth partial waves in real three-space. -/
def exSmooth : Fin 2 → Fin 3 → ℝ := ![![1, 0, 1], ![1, 1, 0]]

/-- Two full partial waves in real three-space. -/
def exFull : Fin 2 → Fin 3 → ℝ := ![![2, 0, 1], ![1, 1, 3]]

/-- The example projectors and smooth waves are dual, and the PAW transformation
of the example has the stated components. -/
theorem isDual_witness :
    IsDual exProj exSmooth ∧
      ∀ x, pawMap exProj exSmooth exFull x =
        ![2 * x 0 - x 1, x 1, x 2 + 3 * x 1] := by
  constructor
  · intro i j
    fin_cases i <;> fin_cases j <;> simp [exProj, exSmooth]
  · intro x
    rw [pawMap_apply]
    ext k
    fin_cases k <;> simp [exProj, exSmooth, exFull, Fin.sum_univ_two] <;> ring

end PAWLinearTransformation
```

```lean
#print axioms PAWLinearTransformation.paw_characterization
-- 'PAWLinearTransformation.paw_characterization' depends on axioms: [propext, Classical.choice, Quot.sound]
#print axioms PAWLinearTransformation.paw_existsUnique
-- 'PAWLinearTransformation.paw_existsUnique' depends on axioms: [propext, Classical.choice, Quot.sound]
#print axioms PAWLinearTransformation.paw_reconstruction
-- 'PAWLinearTransformation.paw_reconstruction' depends on axioms: [propext, Classical.choice, Quot.sound]
#print axioms PAWLinearTransformation.duality_necessary
-- 'PAWLinearTransformation.duality_necessary' depends on axioms: [propext, Classical.choice, Quot.sound]
```

## How the proof follows the derivation

`projector_remainder` is the computation p_j(r) = 0. Linearity moves `p j` inside the sum, and `hj` supplies the duality relation that reduces the sum to one term.

In the forward half of `paw_characterization`, `hr` is the equation T r = r. The first `simp only` expands its left side by linearity and replaces each T χ_i by φ_i, which gives

T x − Σ_i p_i(x) φ_i = x − Σ_i p_i(x) χ_i.

`sub_eq_iff_eq_add` moves the sum over φ_i to the right, and `abel` rearranges the terms after the differences in the target formula have been split. In the backward half, `Finset.sum_ite_eq'` picks out channel j at χ_j, and `simp [hx]` removes the whole sum for an unseen vector.

`paw_existsUnique` uses the backward half to show that `pawMap` qualifies, and the forward half to show that any competitor agrees with it on every x. `paw_reconstruction` extracts the two properties of `pawMap` and applies linearity.

`duality_necessary` inserts the choice of φ described above. The cases i = j and i ≠ j leave (p_i(χ_i) − 1) v = 0 and p_i(χ_j) v = 0, and `smul_eq_zero` with v ≠ 0 finishes each.

`isDual_witness` checks an example in ℝ³ component by component, with indices starting at 0:

p_0(x) = x_0 − x_1, p_1(x) = x_1
χ_0 = (1, 0, 1), χ_1 = (1, 1, 0)
φ_0 = (2, 0, 1), φ_1 = (1, 1, 3).

The smooth waves are dual to the projectors without being orthogonal: after normalisation their overlap is 1/2. The differences φ_i − χ_i are (1, 0, 0) and (0, 0, 3), so

T x = (2x_0 − x_1, x_1, x_2 + 3x_1).

The vectors unseen by both projectors are the multiples of (0, 0, 1), and T leaves them unchanged.
